# The helical dynamical matrix of a screw-symmetric chain: Hermiticity, and zero modes from the sum rule

In a helical polymer each unit follows from the previous one by a rotation and a shift along the axis, so a full translation period may hold many units, or may not exist at all. One would like to compute the vibrations from a single unit, and this raises two questions: is the small matrix that results Hermitian, and at which phase advances per unit does it contain the rigid translations?

```lean
import Mathlib

open Matrix

namespace HelicalPhonons

noncomputable section

variable {n : Type*} [Fintype n] [DecidableEq n]

/-- A real matrix regarded as a complex one. -/
abbrev cx : Matrix n n ℝ →+* Matrix n n ℂ := Complex.ofRealHom.mapMatrix

/-- The matrix of the screw rotation applied `m` times, for any integer `m`. -/
def rot (R : orthogonalGroup n ℝ) (m : ℤ) : Matrix n n ℝ :=
  ((R ^ m : orthogonalGroup n ℝ) : Matrix n n ℝ)

/-- The phase factor `exp(iqm)`. -/
def phase (q : ℝ) (m : ℤ) : ℂ := Complex.exp (Complex.I * q * m)

/-- Force constants `K j k` between units `j` and `k` that are carried along by the screw
operation, symmetric, and of finite range. -/
structure IsScrewInvariant (R : orthogonalGroup n ℝ) (K : ℤ → ℤ → Matrix n n ℝ) : Prop where
  covariant : ∀ j k, K (j + 1) (k + 1) = (R : Matrix n n ℝ) * K j k * (R : Matrix n n ℝ)ᵀ
  symm : ∀ j k, (K j k)ᵀ = K k j
  finite : (Function.support (K 0)).Finite

/-- The contribution `K_0m R^m exp(iqm)` of neighbour `m` to the dynamical matrix. -/
def hop (R : orthogonalGroup n ℝ) (K : ℤ → ℤ → Matrix n n ℝ) (q : ℝ) (m : ℤ) :
    Matrix n n ℂ := phase q m • cx (K 0 m * rot R m)

/-- The helical dynamical matrix `D(q)` without masses: the sum of `hop R K q m` over all integers
`m` if only finitely many terms are nonzero, and zero otherwise. -/
def dyn (R : orthogonalGroup n ℝ) (K : ℤ → ℤ → Matrix n n ℝ) (q : ℝ) : Matrix n n ℂ :=
  ∑ᶠ m : ℤ, hop R K q m

/-- The helical wave `u_j = exp(iqj) R^j v`. -/
def helicalWave (R : orthogonalGroup n ℝ) (q : ℝ) (v : n → ℂ) (j : ℤ) : n → ℂ :=
  phase q j • (cx (rot R j) *ᵥ v)

/-- The harmonic force on unit `j` when the units are displaced by `u`, provided that only finitely
many terms of the sum are nonzero (otherwise the value is zero). -/
def force (K : ℤ → ℤ → Matrix n n ℝ) (u : ℤ → n → ℂ) (j : ℤ) : n → ℂ :=
  -∑ᶠ k : ℤ, cx (K j k) *ᵥ u k

variable {R : orthogonalGroup n ℝ} {K : ℤ → ℤ → Matrix n n ℝ}

/-- Successive screw rotations compose by adding their numbers of steps. -/
theorem rot_add (R : orthogonalGroup n ℝ) (a b : ℤ) :
    rot R (a + b) = rot R a * rot R b := by
  rw [rot, _root_.zpow_add]
  rfl

/-- The matrix of the reversed screw rotation is the transpose. -/
theorem rot_neg (R : orthogonalGroup n ℝ) (m : ℤ) : rot R (-m) = (rot R m)ᵀ := by
  rw [rot, _root_.zpow_neg]
  change star ((R ^ m : orthogonalGroup n ℝ) : Matrix n n ℝ) = _
  rw [star_eq_conjTranspose, conjTranspose_eq_transpose_of_trivial]
  rfl

/-- A screw rotation followed by its reverse is the identity. -/
theorem rot_neg_mul (R : orthogonalGroup n ℝ) (m : ℤ) : rot R (-m) * rot R m = 1 := by
  rw [← rot_add, neg_add_cancel]
  simp [rot]

/-- For screw-invariant force constants, those of unit `j` are those of unit `0`,
rotated by `R^j`. -/
theorem forceConstant_translate (h : IsScrewInvariant R K) (j m : ℤ) :
    K j (j + m) = rot R j * K 0 m * rot R (-j) := by
  have r1 : rot R 1 = (R : Matrix n n ℝ) := by simp [rot]
  have fwd : ∀ j, K (j + 1) (j + 1 + m) = rot R 1 * K j (j + m) * rot R (-1) := by
    intro j
    rw [show j + 1 + m = j + m + 1 by ring, h.covariant, rot_neg, r1]
  have back : ∀ j, K j (j + m) = rot R (-1) * K (j + 1) (j + 1 + m) * rot R 1 := by
    intro j
    calc K j (j + m) = (rot R (-1) * rot R 1) * K j (j + m) * (rot R (-1) * rot R 1) := by
          rw [rot_neg_mul, one_mul, mul_one]
      _ = _ := by
          rw [fwd j]
          simp only [mul_assoc]
  induction j using Int.induction_on with
  | zero => simp [rot]
  | succ i ih =>
    rw [fwd, ih, add_comm (i : ℤ) 1, rot_add, neg_add_rev, rot_add]
    simp only [mul_assoc]
  | pred i ih =>
    rw [back (-(i : ℤ) - 1), sub_add_cancel, ih, sub_eq_neg_add, rot_add, neg_add_rev,
      rot_add, neg_neg (1 : ℤ)]
    simp only [mul_assoc]

/-- For screw-invariant force constants only finitely many neighbours contribute to `D(q)`. -/
theorem hop_finite (h : IsScrewInvariant R K) (q : ℝ) :
    (Function.support (hop R K q)).Finite := by
  refine h.finite.subset fun m hm => Function.mem_support.2 fun hK => ?_
  exact Function.mem_support.1 hm (by simp only [hop, hK, zero_mul, map_zero, smul_zero])

/-- For screw-invariant force constants `D(q)` is Hermitian at every real `q`. -/
theorem dyn_isHermitian (h : IsScrewInvariant R K) (q : ℝ) : (dyn R K q).IsHermitian := by
  -- the adjoint of the term of neighbour `m` is the term of neighbour `-m`
  have term : ∀ m, (hop R K q m)ᴴ = hop R K q (-m) := by
    intro m
    have t := forceConstant_translate h m (-m)
    rw [add_neg_cancel] at t
    have T : (K 0 m * rot R m)ᵀ = K 0 (-m) * rot R (-m) := by
      rw [transpose_mul, h.symm, ← rot_neg, t, ← mul_assoc, ← mul_assoc, rot_neg_mul, one_mul]
    have p : star (phase q m) = phase q (-m) := by
      simp only [phase, Complex.star_def]
      rw [← Complex.exp_conj]
      simp
    have c : ∀ A : Matrix n n ℝ, (cx A)ᴴ = cx Aᵀ := by
      intro A
      ext i j
      simp
    rw [hop, conjTranspose_smul, c, T, p, hop]
  let g : Matrix n n ℂ →+ Matrix n n ℂ :=
    AddMonoidHom.mk' (fun A => Aᴴ) (fun A B => conjTranspose_add A B)
  calc (dyn R K q)ᴴ = ∑ᶠ m, (hop R K q m)ᴴ := g.map_finsum (hop_finite h q)
    _ = ∑ᶠ m, hop R K q (-m) := finsum_congr term
    _ = dyn R K q := finsum_comp_equiv (Equiv.neg ℤ)

/-- For screw-invariant force constants, a helical wave of amplitude `v` produces forces that
are minus the helical wave of amplitude `D(q)v`. -/
theorem force_helicalWave (h : IsScrewInvariant R K) (q : ℝ) (v : n → ℂ) (j : ℤ) :
    force K (helicalWave R q v) j = -helicalWave R q (dyn R K q *ᵥ v) j := by
  have term : ∀ m, cx (K j (j + m)) *ᵥ helicalWave R q v (j + m)
      = helicalWave R q (hop R K q m *ᵥ v) j := by
    intro m
    have key : cx (K j (j + m)) * cx (rot R (j + m))
        = cx (rot R j) * cx (K 0 m * rot R m) := by
      rw [← map_mul, ← map_mul, forceConstant_translate h, rot_add]
      congr 1
      calc _ = rot R j * K 0 m * (rot R (-j) * rot R j) * rot R m := by simp only [mul_assoc]
        _ = _ := by rw [rot_neg_mul, mul_one, mul_assoc]
    have p : phase q (j + m) = phase q j * phase q m := by
      simp only [phase]
      rw [← Complex.exp_add]
      congr 1
      push_cast
      ring
    simp only [helicalWave, hop]
    rw [p, mulVec_smul, mulVec_mulVec, key, smul_mulVec, mulVec_smul, mulVec_mulVec, smul_smul]
  let g : Matrix n n ℂ →+ (n → ℂ) :=
    AddMonoidHom.mk' (fun X => helicalWave R q (X *ᵥ v) j) (fun X Y => by
      simp only [helicalWave, add_mulVec, mulVec_add, smul_add])
  -- count the neighbours from unit `j`
  have total : ∑ᶠ k, cx (K j k) *ᵥ helicalWave R q v k = helicalWave R q (dyn R K q *ᵥ v) j :=
    calc _ = ∑ᶠ m, cx (K j (j + m)) *ᵥ helicalWave R q v (j + m) :=
          (finsum_comp_equiv (Equiv.addLeft j)
            (f := fun k => cx (K j k) *ᵥ helicalWave R q v k)).symm
      _ = ∑ᶠ m, g (hop R K q m) := finsum_congr term
      _ = g (∑ᶠ m, hop R K q m) := (g.map_finsum (hop_finite h q)).symm
  rw [force, total]

/-- For screw-invariant force constants with `∑ K_0m = 0`, every `v` with `Rv = exp(-iq)v` satisfies
`D(q)v = 0`. -/
theorem dyn_mulVec_eq_zero (h : IsScrewInvariant R K) (hsum : ∑ᶠ m, K 0 m = 0)
    {q : ℝ} {v : n → ℂ}
    (hv : cx (R : Matrix n n ℝ) *ᵥ v = Complex.exp (-(Complex.I * q)) • v) :
    dyn R K q *ᵥ v = 0 := by
  have start : ∀ w, helicalWave R q w 0 = w := by
    intro w
    rw [helicalWave, show rot R 0 = 1 by simp [rot], map_one, one_mulVec,
      show phase q 0 = 1 by simp [phase], one_smul]
  have step : ∀ m, helicalWave R q v (m + 1) = helicalWave R q v m := by
    intro m
    have p : phase q (m + 1) * Complex.exp (-(Complex.I * q)) = phase q m := by
      simp only [phase]
      rw [← Complex.exp_add]
      congr 1
      push_cast
      ring
    rw [helicalWave, helicalWave, rot_add, show rot R 1 = (R : Matrix n n ℝ) by simp [rot],
      map_mul, ← mulVec_mulVec, hv, mulVec_smul, smul_smul, p]
  -- the helical wave displaces every unit by the same `v`, which causes no force
  have rigid : helicalWave R q v = fun _ => v := by
    funext m
    induction m using Int.induction_on with
    | zero => exact start v
    | succ i ih => rw [step, ih]
    | pred i ih => rw [← step, sub_add_cancel, ih]
  let g : Matrix n n ℝ →+ (n → ℂ) :=
    AddMonoidHom.mk' (fun X => cx X *ᵥ v) (fun X Y => by simp only [map_add, add_mulVec])
  have e : ∑ᶠ k, cx (K 0 k) *ᵥ v = g (∑ᶠ k, K 0 k) := (g.map_finsum h.finite).symm
  have Z : force K (fun _ => v) 0 = 0 := by
    change -(∑ᶠ k, cx (K 0 k) *ᵥ v) = 0
    rw [e, hsum, map_zero, neg_zero]
  have F := force_helicalWave h q v 0
  rw [start, rigid, Z] at F
  exact neg_eq_zero.1 F.symm

/-- The half turn about the `z` axis, the rotation part of a twofold screw axis. -/
def halfTurn : orthogonalGroup (Fin 3) ℝ :=
  ⟨!![-1, 0, 0; 0, -1, 0; 0, 0, 1], by
    rw [mem_unitaryGroup_iff, star_eq_conjTranspose]
    ext i j
    fin_cases i <;> fin_cases j <;> simp [Matrix.mul_apply, Fin.sum_univ_succ]⟩

/-- Nearest-neighbour coupling: `2` on site, `-1` between neighbours, `0` otherwise. -/
def coupling (d : ℤ) : ℝ := if d.natAbs = 0 then 2 else if d.natAbs = 1 then -1 else 0

/-- The force constants of a chain of isotropic nearest-neighbour springs. -/
def springs (j k : ℤ) : Matrix (Fin 3) (Fin 3) ℝ := coupling (k - j) • 1

/-- The spring chain is invariant under the twofold screw, its force constants sum to zero, and
the transverse vector `(1, 0, 0)` satisfies `Rv = exp(-iπ)v`. -/
theorem springs_witness :
    IsScrewInvariant halfTurn springs ∧ ∑ᶠ m, springs 0 m = 0 ∧
    cx (halfTurn : Matrix (Fin 3) (Fin 3) ℝ) *ᵥ ![1, 0, 0]
      = Complex.exp (-(Complex.I * Real.pi)) • ![1, 0, 0] := by
  have sub : Function.support (springs 0) ⊆ ((Finset.Icc (-1) 1 : Finset ℤ) : Set ℤ) := by
    intro m hm
    by_contra hn
    rw [Finset.coe_Icc, Set.mem_Icc] at hn
    have h0 : ¬ (m - 0).natAbs = 0 := by omega
    have h1 : ¬ (m - 0).natAbs = 1 := by omega
    exact Function.mem_support.1 hm (by
      rw [springs, coupling, if_neg h0, if_neg h1, zero_smul])
  refine ⟨⟨fun j k => ?_, fun j k => ?_, (Finset.finite_toSet _).subset sub⟩, ?_, ?_⟩
  · have u := mem_unitaryGroup_iff.1 halfTurn.2
    rw [star_eq_conjTranspose, conjTranspose_eq_transpose_of_trivial] at u
    rw [springs, springs, add_sub_add_right_eq_sub, mul_smul_comm, smul_mul_assoc, mul_one, u]
  · rw [springs, springs, transpose_smul, transpose_one, coupling, coupling,
      show (k - j).natAbs = (j - k).natAbs by omega]
  · have s : ∑ m ∈ Finset.Icc (-1 : ℤ) 1, coupling m = 0 := by
      rw [show Finset.Icc (-1 : ℤ) 1 = {-1, 0, 1} by decide]
      norm_num [coupling]
    rw [finsum_eq_sum_of_support_subset _ sub]
    simp only [springs, sub_zero]
    rw [← Finset.sum_smul, s, zero_smul]
  · have e : Complex.exp (-(Complex.I * Real.pi)) = -1 := by
      rw [Complex.exp_neg, mul_comm, Complex.exp_pi_mul_I]
      norm_num
    rw [e]
    ext i
    fin_cases i <;> simp [halfTurn, Matrix.mulVec, dotProduct, Fin.sum_univ_succ]

end

end HelicalPhonons
```

```lean
#print axioms HelicalPhonons.dyn_isHermitian
#print axioms HelicalPhonons.force_helicalWave
#print axioms HelicalPhonons.dyn_mulVec_eq_zero
```

```
'HelicalPhonons.dyn_isHermitian' depends on axioms: [propext, Classical.choice, Quot.sound]
'HelicalPhonons.force_helicalWave' depends on axioms: [propext, Classical.choice, Quot.sound]
'HelicalPhonons.dyn_mulVec_eq_zero' depends on axioms: [propext, Classical.choice, Quot.sound]
```

## Three statements about a helical chain

Number the units by integers $j$ and let $u_j$ be the displacement of unit $j$. The real matrix $K_{jk}$ gives the force $-K_{jk}u_k$ on unit $j$ caused by displacing unit $k$, and $R$ is the orthogonal matrix of the screw rotation. The central object is

$$D(q)=\sum_m K_{0m}R^m e^{iqm},$$

where $q$ is the phase advance per unit, a pure number and not a wave number per length.

The structure `IsScrewInvariant` collects three assumptions:

- `covariant`: $K_{j+1,k+1}=RK_{jk}R^{T}$, so the screw operation carries the force constants along;
- `symm`: $K_{jk}^T=K_{kj}$, as for second derivatives of an energy;
- `finite`: unit 0 interacts with finitely many units.

Under these assumptions, `dyn_isHermitian` states that $D(q)$ is Hermitian for every real $q$. The theorem `force_helicalWave` states that the wave $u_j=e^{iqj}R^jv$ produces the forces $-e^{iqj}R^jD(q)v$. If in addition $\sum_mK_{0m}=0$ and $Rv=e^{-iq}v$, then `dyn_mulVec_eq_zero` gives $D(q)v=0$.

## How the physics enters the definitions

The type `n` labels the coordinates of one unit and may be any finite set; for one atom per unit it has three elements, and for several atoms `R` applies the same rotation to the displacement of each atom. `R` belongs to `orthogonalGroup n ℝ`, so `rot R m` is a true group power for negative $m$ as well. Improper operations are allowed. The shift along the axis does not appear, because displacements are differences of positions.

All $K_{jk}$ refer to one fixed Cartesian frame, which is why the factor $R^m$ appears in $D(q)$. The map `cx` regards a real matrix as complex, `phase q m` is $e^{iqm}$, and `hop R K q m` is the $m$-th term of $D(q)$; despite its name it has nothing to do with electron hopping. The symbol `∑ᶠ` is a sum over all integers that returns zero if infinitely many terms are nonzero, so the finite range is what makes it the intended sum.

The condition $\sum_mK_{0m}=0$ says that displacing all units equally causes no force, as for a free chain that is not tied to a substrate. For one atom per unit this is the usual acoustic sum rule. For several atoms per unit it asks for too much, since it also forbids restoring forces when the atoms inside each unit move against one another in the same way everywhere. A real molecule then satisfies only $\sum_mK_{0m}v=0$ for uniform translations $v$, and the argument below needs no more than that.

`dyn` contains no masses, whereas the textbook dynamical matrix is mass-weighted. The step from forces to frequencies is therefore left to Newton's equation: for one atom of mass $M$ per unit, a helical wave oscillating at frequency $\omega$ obeys $M\omega^2v=D(q)v$.

## Force constants seen from another unit

Applying covariance $j$ times to $K_{0m}$ gives

$$K_{j,j+m}=R^jK_{0m}R^{-j}.$$

For negative $j$ one uses the inverted relation $K_{jk}=R^{-1}K_{j+1,k+1}R$. This is `forceConstant_translate`. Its local facts `fwd` and `back` are the two directions of a single step, and `Int.induction_on` repeats them upwards and downwards from zero. The rules for powers come from `rot_add`, `rot_neg` and `rot_neg_mul`.

## Neighbours $m$ and $-m$ are adjoint

Write $T_m=e^{iqm}K_{0m}R^m$. Since $K_{0m}$ and $R$ are real, $R^T=R^{-1}$ and $K_{0m}^T=K_{m0}$,

$$T_m^\dagger=e^{-iqm}R^{-m}K_{m0}.$$

The previous formula, with $j=m$ and neighbour $-m$, reads $K_{m0}=R^mK_{0,-m}R^{-m}$. Hence

$$T_m^\dagger=e^{-iqm}K_{0,-m}R^{-m}=T_{-m}.$$

Summing over $m$ and renaming $-m$ as $m$ gives $D(q)^\dagger=D(q)$.

In `dyn_isHermitian` the fact `term` is this identity. The adjoint is then taken inside the sum by `map_finsum`, which requires the finite support supplied by `hop_finite`, and `Equiv.neg ℤ` does the renaming.

## Forces of a helical wave

Insert $u_j=e^{iqj}R^jv$ into the force. The contribution of unit $j+m$ contains

$$K_{j,j+m}u_{j+m}=R^jK_{0m}R^{-j}\,e^{iq(j+m)}R^{j+m}v=e^{iqj}R^j\,T_mv.$$

Summing over $m$ yields

$$-\sum_kK_{jk}u_k=-e^{iqj}R^jD(q)v.$$

The forces thus have the same helical form as the displacements, and the infinite set of force equations reduces to one small matrix. In `force_helicalWave`, `key` handles the matrices, `p` splits the phase, and `total` counts neighbours from unit $j$ before summing.

## Rigid translations at shifted $q$

Suppose $Rv=e^{-iq}v$. Then

$$u_{j+1}=e^{iq(j+1)}R^jRv=e^{iqj}R^jv=u_j,$$

and since $u_0=v$, every unit is displaced by the same $v$. The force on unit 0 is $-\sum_kK_{0k}v=0$ by the sum rule. By the previous result it is also $-D(q)v$, so $D(q)v=0$. The Lean proof has the same order: `step` and `start` give `rigid`, `Z` is the vanishing force, and `F` compares it with `force_helicalWave`.

For a rotation by $\alpha$ about $z$, the axial vector $\hat z$ satisfies the condition at $q=0$. The normalised circular vectors $(\hat x\pm i\hat y)/\sqrt2$ satisfy $Rv=e^{\mp i\alpha}v$, which places them at $q=\pm\alpha$. Transverse acoustic modes of a helix therefore reach zero frequency away from $q=0$ unless $\alpha$ is a multiple of $2\pi$.

## A spring chain with a twofold screw

`springs_witness` gives a concrete chain that meets all the assumptions: `springs` has $K_{jj}=2\cdot 1$, $K_{j,j\pm1}=-1$ times the identity, and zero otherwise, with `halfTurn` as $R=\mathrm{diag}(-1,-1,1)$. The proof confines the nonzero terms to $m=-1,0,1$, adds $-1+2-1=0$, and checks $R\hat x=-\hat x=e^{-i\pi}\hat x$. Together with `dyn_mulVec_eq_zero` this gives $D(\pi)\hat x=0$.

Written out, $D(q)=2-2\cos q\,R$. The transverse entries are $2+2\cos q$, with their zero at $q=\pi$, and the axial entry is $2-2\cos q$, with its zero at $q=0$.

## Three small matrices for a threefold helix

In a harmonic phonon calculation with finite-range forces, the screw symmetry replaces one large diagonalisation by several small ones. Take a helix with one atom per unit, $\alpha=2\pi/3$, and three units in the translation period $c$. The conventional calculation diagonalises a $9\times9$ matrix at each axial wave number $\kappa$. The helical one takes the blocks $K_{0m}$ of a single unit, multiplies each by $R^m e^{iqm}$, adds them, and diagonalises the $3\times3$ result at

$$q=\frac{\kappa c+2\pi l}{3},\qquad l=0,1,2.$$

These values follow from $R^3=1$, which requires $e^{3iq}=e^{i\kappa c}$. At $\kappa=0$ the three rigid translations, which all belong to the one $9\times9$ matrix, are divided among the small ones: the axial translation at $q=0$, and one circular translation at each of $q=2\pi/3$ and $q=4\pi/3$, the latter being equivalent to $-2\pi/3$.
